# A symmetry-preserving real perturbation does not split an irreducible real level

Let a group $G$ act on a $d$-fold electronic level by real orthogonal matrices $D(g)$, and suppose that the only subspaces of $\mathbb{R}^d$ mapped into themselves by every $D(g)$ are $\{0\}$ and $\mathbb{R}^d$. Then every real symmetric matrix $A$ satisfying

$$D(g)A = A\,D(g)\quad\text{for all } g\in G$$

has the form $A=c\,\mathbf 1$ for some real number $c$.

Such a matrix shifts the level and leaves its degeneracy intact. A perturbation with two different real eigenvalues on the level must therefore fail to commute with at least one symmetry operation. If $G$ is finite, averaging any real symmetric matrix $B$ over the group gives

$$\bar B=\frac1{|G|}\sum_{g\in G}D(g)\,B\,D(g)^{\mathsf T}=\frac{\operatorname{tr}B}{d}\,\mathbf 1,\qquad d\ge 1.$$

## Degenerate blocks and symmetrisation in a code

Take the block of a real Hamiltonian between the $d$ orthonormal orbitals of one irreducible level. If the Hamiltonian commutes with every operation of the group, the block must have equal diagonal elements and zero off-diagonal elements. In a mean-field calculation a symmetric geometry alone does not ensure this, because the Hamiltonian also depends on the occupied orbitals. A larger deviation than rounding explains means that something has broken the symmetry: the integration grid, the geometry or the occupations, for example. The orbitals must be orthonormal, since otherwise the symmetry operations need not be represented by orthogonal matrices.

The averaging formula carries a warning. Symmetrising such a block over the full group removes all of its splitting, including a physical splitting caused by a distortion. At a distorted geometry, the average should run only over the operations that survive.

## From one eigenvector to the whole level

**Eigenspaces are invariant.** Suppose that $A$ commutes with every $D(g)$ and that $Av=av$ with $v\neq0$. Let $W=\{x: Ax=ax\}$. For $x\in W$,

$$A\,D(g)x=D(g)Ax=a\,D(g)x,$$

so $D(g)x\in W$. Since $W$ contains $v$, it is not $\{0\}$, and irreducibility gives $W=\mathbb{R}^d$. Thus $Ax=ax$ for every $x$, which means $A=a\mathbf 1$.

**A symmetric matrix supplies the eigenvector.** For $d\ge1$, a maximum of $x^{\mathsf T}Ax$ on the unit sphere satisfies $Ax=ax$ with $a$ real. The previous step then applies. For $d=0$ there is nothing to prove.

**Splitting requires lower symmetry.** Let $Vv=av$ and $Vw=bw$, with $a\neq b$ and both vectors nonzero. If $V$ commuted with the whole group, the first step would give $V=a\mathbf 1$. Then $aw=bw$, which is impossible.

**Symmetric distortions only shift.** Let the Hamiltonian depend on a distortion $Q$ through $H(gQ)=D(g)H(Q)D(g)^{\mathsf T}$. If $gQ=Q$ for every $g$, then $H(Q)=D(g)H(Q)D(g)^{\mathsf T}$. Multiplying on the right by $D(g)$ and using $D(g)^{\mathsf T}D(g)=\mathbf 1$ gives $H(Q)D(g)=D(g)H(Q)$. A symmetric $H(Q)$ is therefore scalar.

**The group average.** Each term of $\bar B$ is symmetric and has trace $\operatorname{tr}B$, so $\bar B$ has both properties. For $h\in G$, the identity $D(hg)^{\mathsf T}D(h)=D(g)^{\mathsf T}$ gives

$$D(h)\bar B=\frac1{|G|}\sum_g D(hg)\,B\,D(hg)^{\mathsf T}D(h)=\bar B\,D(h),$$

because $hg$ runs over the group as $g$ does. Hence $\bar B=c\mathbf 1$, and the trace fixes $c=\operatorname{tr}B/d$.

**The converse for finite groups.** Suppose that every symmetric matrix commuting with the group is scalar. Let $W$ be a nonzero invariant subspace, choose $w\in W$ with $w\ne0$, and average $B=ww^{\mathsf T}$. The result is $c\mathbf 1$ with $cd=w\cdot w>0$, so $c\neq0$. For any $x$,

$$c\,x=\bar Bx=\frac1{|G|}\sum_g\bigl(w\cdot D(g)^{\mathsf T}x\bigr)D(g)w\in W.$$

Thus $x\in W$, and $W$ is the whole space.

## A twofold level under quarter turns

Let $G$ consist of the four rotations generated by

$$R=\begin{pmatrix}0&-1\\1&0\end{pmatrix},\qquad B=\begin{pmatrix}3&1\\1&5\end{pmatrix}.$$

The eigenvalues of $B$ are $4\pm\sqrt2$, so it splits the level. It also breaks the symmetry:

$$RB=\begin{pmatrix}-1&-5\\3&1\end{pmatrix}\neq\begin{pmatrix}1&-3\\5&-1\end{pmatrix}=BR.$$

The rotations $\mathbf 1$ and $R^2=-\mathbf 1$ leave $B$ unchanged under conjugation, while $R$ and $R^3$ both give $\begin{pmatrix}5&-1\\-1&3\end{pmatrix}$. The average is $4\,\mathbf 1$, in agreement with $\operatorname{tr}B/2=4$.

The group is irreducible on the real plane. With components numbered 0 and 1, any nonzero $w$ and its rotated copy $Rw=(-w_1,w_0)$ are orthogonal and equally long, so they span the plane.

## The Lean file

```lean
import Mathlib

open Matrix

namespace IrreducibleLevelSplitting

variable {G n : Type*} [Group G] [Fintype n] [DecidableEq n]

/-- The level carried by the orthogonal matrices `D g` is irreducible: the only subspaces
invariant under all symmetry operations are zero and the whole space. -/
def IrreducibleLevel (D : G →* orthogonalGroup n ℝ) : Prop :=
  ∀ W : Submodule ℝ (n → ℝ), (∀ g, ∀ v ∈ W, (D g).1 *ᵥ v ∈ W) → W = ⊥ ∨ W = ⊤

/-- A perturbation matrix is totally symmetric if it commutes with every symmetry operation. -/
def TotallySymmetric (D : G →* orthogonalGroup n ℝ) (A : Matrix n n ℝ) : Prop :=
  ∀ g, (D g).1 * A = A * (D g).1

/-- A perturbation splits the level if it has two different real eigenvalues. -/
def Splits (A : Matrix n n ℝ) : Prop :=
  ∃ a b : ℝ, a ≠ b ∧ ∃ v w : n → ℝ, v ≠ 0 ∧ w ≠ 0 ∧ A *ᵥ v = a • v ∧ A *ᵥ w = b • w

/-- The average of a perturbation over all operations of a finite symmetry group. -/
noncomputable def groupAverage [Fintype G] (D : G →* orthogonalGroup n ℝ)
    (B : Matrix n n ℝ) : Matrix n n ℝ :=
  (Fintype.card G : ℝ)⁻¹ • ∑ g, (D g).1 * B * (D g).1ᵀ

/-- The transpose of an orthogonal matrix is its left inverse. -/
theorem orthogonal_transpose_mul (O : orthogonalGroup n ℝ) : O.1ᵀ * O.1 = 1 := by
  have h := Matrix.UnitaryGroup.star_mul_self O
  rwa [Matrix.star_eq_conjTranspose, Matrix.conjTranspose_eq_transpose_of_trivial] at h

/-- On an irreducible level, a totally symmetric matrix with a real eigenvector is
the corresponding eigenvalue times the identity. -/
theorem eq_smul_one_of_eigenvector {D : G →* orthogonalGroup n ℝ} (hD : IrreducibleLevel D)
    {A : Matrix n n ℝ} (hA : TotallySymmetric D A) {a : ℝ} {v : n → ℝ} (hv : v ≠ 0)
    (h : A *ᵥ v = a • v) : A = a • (1 : Matrix n n ℝ) := by
  -- the eigenspace of `a`
  obtain ⟨W, mem⟩ : ∃ W : Submodule ℝ (n → ℝ), ∀ x, x ∈ W ↔ A *ᵥ x = a • x :=
    ⟨LinearMap.ker (A.mulVecLin - a • LinearMap.id), fun x => by simp [sub_eq_zero]⟩
  -- it is invariant because `A` commutes with the group
  have inv : ∀ g, ∀ x ∈ W, (D g).1 *ᵥ x ∈ W := by
    intro g x hx
    rw [mem] at hx ⊢
    rw [Matrix.mulVec_mulVec, ← hA g, ← Matrix.mulVec_mulVec, hx, Matrix.mulVec_smul]
  rcases hD W inv with h0 | h1
  · have hvW : v ∈ W := (mem v).2 h
    rw [h0] at hvW
    exact absurd ((Submodule.mem_bot ℝ).1 hvW) hv
  · ext i j
    have hj := (mem (Pi.single j 1)).1 (by rw [h1]; exact Submodule.mem_top)
    have hij := congrFun hj i
    simpa [Matrix.one_apply, Pi.single_apply] using hij

/-- Every real symmetric matrix that commutes with all symmetry operations of an
irreducible level is a multiple of the identity. -/
theorem symmetric_commutant_scalar {D : G →* orthogonalGroup n ℝ} (hD : IrreducibleLevel D)
    {A : Matrix n n ℝ} (hS : A.IsSymm) (hA : TotallySymmetric D A) :
    ∃ c : ℝ, A = c • (1 : Matrix n n ℝ) := by
  rcases isEmpty_or_nonempty n with he | hne
  · exact ⟨0, by ext i; exact isEmptyElim i⟩
  have hH : A.IsHermitian := by
    rw [Matrix.IsHermitian, Matrix.conjTranspose_eq_transpose_of_trivial]
    exact hS
  -- a real symmetric matrix has a real eigenvector
  let i : n := Classical.arbitrary n
  refine ⟨hH.eigenvalues i, eq_smul_one_of_eigenvector hD hA
    (v := (hH.eigenvectorBasis i).ofLp) ?_ (hH.mulVec_eigenvectorBasis i)⟩
  intro h0
  apply hH.eigenvectorBasis.orthonormal.ne_zero i
  ext k
  exact congrFun h0 k

/-- A perturbation that splits an irreducible level fails to commute with at least one
symmetry operation. -/
theorem splitting_lowers_symmetry {D : G →* orthogonalGroup n ℝ} (hD : IrreducibleLevel D)
    {V : Matrix n n ℝ} (hV : Splits V) : ∃ g, (D g).1 * V ≠ V * (D g).1 := by
  by_contra! hc
  obtain ⟨a, b, hab, v, w, hv, hw, h1, h2⟩ := hV
  have e := eq_smul_one_of_eigenvector hD hc hv h1
  have hw' : a • w = b • w := by
    rw [← h2, e, Matrix.smul_mulVec, Matrix.one_mulVec]
  exact hab (smul_left_injective ℝ hw hw')

/-- Let the Hamiltonian `H` of an irreducible level depend covariantly on the distortion.
At a distortion `Q` fixed by the whole group, a symmetric `H Q` is a multiple of the identity. -/
theorem symmetric_distortion_only_shifts {X : Type*} [MulAction G X]
    {D : G →* orthogonalGroup n ℝ} (hD : IrreducibleLevel D) (H : X → Matrix n n ℝ)
    (hH : ∀ g Q, H (g • Q) = (D g).1 * H Q * (D g).1ᵀ) {Q : X} (hS : (H Q).IsSymm)
    (hQ : ∀ g : G, g • Q = Q) : ∃ c : ℝ, H Q = c • (1 : Matrix n n ℝ) := by
  refine symmetric_commutant_scalar hD hS fun g => ?_
  have h := hH g Q
  rw [hQ g] at h
  calc (D g).1 * H Q = (D g).1 * H Q * ((D g).1ᵀ * (D g).1) := by
        rw [orthogonal_transpose_mul, Matrix.mul_one]
    _ = ((D g).1 * H Q * (D g).1ᵀ) * (D g).1 := by simp only [Matrix.mul_assoc]
    _ = H Q * (D g).1 := by rw [← h]

/-- The group average of a symmetric perturbation is symmetric and totally symmetric,
and has the same trace as the perturbation. -/
theorem groupAverage_properties [Fintype G] (D : G →* orthogonalGroup n ℝ)
    {B : Matrix n n ℝ} (hB : B.IsSymm) :
    (groupAverage D B).IsSymm ∧ TotallySymmetric D (groupAverage D B) ∧
      (groupAverage D B).trace = B.trace := by
  refine ⟨?_, fun h => ?_, ?_⟩
  · rw [Matrix.IsSymm, groupAverage, Matrix.transpose_smul, Matrix.transpose_sum]
    congr 1
    refine Finset.sum_congr rfl fun g _ => ?_
    rw [Matrix.transpose_mul, Matrix.transpose_mul, Matrix.transpose_transpose, hB.eq,
      Matrix.mul_assoc]
  · rw [groupAverage, Matrix.mul_smul, Matrix.smul_mul, Matrix.mul_sum, Matrix.sum_mul]
    congr 1
    -- relabel the group elements by `g ↦ h * g`
    refine Eq.trans ?_ (Equiv.sum_comp (Equiv.mulLeft h)
      (fun g => (D g).1 * B * (D g).1ᵀ * (D h).1))
    refine Finset.sum_congr rfl fun g _ => ?_
    have e : (D (h * g)).1 = (D h).1 * (D g).1 := by rw [map_mul]; rfl
    show _ = (D (h * g)).1 * B * (D (h * g)).1ᵀ * (D h).1
    rw [e, Matrix.transpose_mul]
    simp only [Matrix.mul_assoc, orthogonal_transpose_mul, Matrix.mul_one]
  · have ht : ∀ g, ((D g).1 * B * (D g).1ᵀ).trace = B.trace := fun g => by
      rw [Matrix.trace_mul_comm, ← Matrix.mul_assoc, orthogonal_transpose_mul, Matrix.one_mul]
    have hc : (Fintype.card G : ℝ) ≠ 0 := Nat.cast_ne_zero.2 Fintype.card_ne_zero
    rw [groupAverage, Matrix.trace_smul, Matrix.trace_sum, Finset.sum_congr rfl (fun g _ => ht g),
      Finset.sum_const, Finset.card_univ, nsmul_eq_mul, smul_eq_mul, inv_mul_cancel_left₀ hc]

/-- Averaging a symmetric perturbation of an irreducible level over a finite symmetry group
leaves the mean of its diagonal elements times the identity. -/
theorem groupAverage_eq_mean_shift [Fintype G] [Nonempty n] {D : G →* orthogonalGroup n ℝ}
    (hD : IrreducibleLevel D) {B : Matrix n n ℝ} (hB : B.IsSymm) :
    groupAverage D B = (B.trace / Fintype.card n) • (1 : Matrix n n ℝ) := by
  obtain ⟨hS, hT, ht⟩ := groupAverage_properties D hB
  obtain ⟨c, hc⟩ := symmetric_commutant_scalar hD hS hT
  have hn : (Fintype.card n : ℝ) ≠ 0 := Nat.cast_ne_zero.2 Fintype.card_ne_zero
  have hcn : B.trace = c * Fintype.card n := by
    rw [← ht, hc, Matrix.trace_smul, Matrix.trace_one, smul_eq_mul]
  rw [hc, hcn, mul_div_cancel_right₀ _ hn]

/-- For a finite symmetry group, a level is irreducible exactly when every totally symmetric
real symmetric perturbation is a multiple of the identity. -/
theorem irreducible_iff_scalar [Fintype G] (D : G →* orthogonalGroup n ℝ) :
    IrreducibleLevel D ↔ ∀ A : Matrix n n ℝ, A.IsSymm → TotallySymmetric D A →
      ∃ c : ℝ, A = c • (1 : Matrix n n ℝ) := by
  refine ⟨fun hD A hS hA => symmetric_commutant_scalar hD hS hA, fun h W hW => ?_⟩
  by_cases hb : W = ⊥
  · exact Or.inl hb
  right
  obtain ⟨w, hw, hw0⟩ := Submodule.exists_mem_ne_zero_of_ne_bot hb
  -- average the matrix `w wᵀ` built from a vector of the invariant subspace
  have hB : (vecMulVec w w).IsSymm := by
    ext i j
    exact mul_comm (w j) (w i)
  obtain ⟨hS, hT, ht⟩ := groupAverage_properties D hB
  obtain ⟨c, hc⟩ := h _ hS hT
  have hc0 : c ≠ 0 := by
    rintro rfl
    rw [hc, zero_smul, Matrix.trace_zero] at ht
    have hww : w ⬝ᵥ w = 0 := ht.symm
    exact hw0 (dotProduct_self_eq_zero.1 hww)
  have hBv : ∀ y, vecMulVec w w *ᵥ y = (w ⬝ᵥ y) • w := by
    intro y
    ext i
    show ∑ j, w i * w j * y j = (∑ j, w j * y j) * w i
    rw [Finset.sum_mul]
    exact Finset.sum_congr rfl fun j _ => by ring
  rw [eq_top_iff]
  intro x _
  -- the average maps every vector into the subspace
  have hx : groupAverage D (vecMulVec w w) *ᵥ x ∈ W := by
    rw [groupAverage, Matrix.smul_mulVec]
    refine W.smul_mem _ (Finset.sum_induction _ (fun M : Matrix n n ℝ => M *ᵥ x ∈ W)
      (fun M N hM hN => ?_) ?_ (fun g _ => ?_))
    · rw [Matrix.add_mulVec]
      exact W.add_mem hM hN
    · rw [Matrix.zero_mulVec]
      exact W.zero_mem
    · rw [← Matrix.mulVec_mulVec, ← Matrix.mulVec_mulVec, hBv]
      exact hW g _ (W.smul_mem _ hw)
  rw [hc, Matrix.smul_mulVec, Matrix.one_mulVec] at hx
  exact (W.smul_mem_iff hc0).1 hx

/-- The rotation of the plane by a quarter turn. -/
def quarterTurn : orthogonalGroup (Fin 2) ℝ :=
  ⟨!![0, -1; 1, 0], by
    rw [Matrix.mem_orthogonalGroup_iff]
    ext i j
    fin_cases i <;> fin_cases j <;> simp [Matrix.mul_apply, Fin.sum_univ_succ]⟩

/-- The group generated by the quarter turn acts irreducibly on the real plane. -/
theorem irreducibleLevel_witness :
    IrreducibleLevel (Subgroup.zpowers quarterTurn).subtype := by
  intro W hW
  by_cases hb : W = ⊥
  · exact Or.inl hb
  right
  obtain ⟨w, hw, hw0⟩ := Submodule.exists_mem_ne_zero_of_ne_bot hb
  have hr : ![-w 1, w 0] ∈ W := by
    have h := hW ⟨quarterTurn, Subgroup.mem_zpowers _⟩ w hw
    have e : quarterTurn.1 *ᵥ w = ![-w 1, w 0] := by
      ext i
      fin_cases i <;> simp [quarterTurn, Matrix.mulVec, dotProduct, Fin.sum_univ_succ]
    rw [← e]
    exact h
  have hN : w 0 * w 0 + w 1 * w 1 ≠ 0 := by
    intro h
    apply hw0
    apply dotProduct_self_eq_zero.1
    rw [dotProduct, Fin.sum_univ_two]
    exact h
  rw [eq_top_iff]
  intro x _
  -- `w` and its rotated copy span the plane
  have hx : (w 0 * w 0 + w 1 * w 1) • x =
      (x 0 * w 0 + x 1 * w 1) • w + (x 1 * w 0 - x 0 * w 1) • ![-w 1, w 0] := by
    ext i
    fin_cases i
    · show (w 0 * w 0 + w 1 * w 1) * x 0 =
        (x 0 * w 0 + x 1 * w 1) * w 0 + (x 1 * w 0 - x 0 * w 1) * (-w 1)
      ring
    · show (w 0 * w 0 + w 1 * w 1) * x 1 =
        (x 0 * w 0 + x 1 * w 1) * w 1 + (x 1 * w 0 - x 0 * w 1) * w 0
      ring
  apply (W.smul_mem_iff hN).1
  rw [hx]
  exact W.add_mem (W.smul_mem _ hw) (W.smul_mem _ hr)

/-- The quarter turn commutes with the group it generates but is not a multiple of the
identity. -/
theorem nonsymmetric_commutant_not_scalar :
    TotallySymmetric (Subgroup.zpowers quarterTurn).subtype quarterTurn.1 ∧
      ¬ ∃ c : ℝ, quarterTurn.1 = c • (1 : Matrix (Fin 2) (Fin 2) ℝ) := by
  constructor
  · rintro ⟨g, hg⟩
    obtain ⟨k, rfl⟩ := Subgroup.mem_zpowers_iff.1 hg
    exact congrArg Subtype.val ((Commute.refl quarterTurn).zpow_left k).eq
  · rintro ⟨c, hc⟩
    have h := congrArg (fun M : Matrix (Fin 2) (Fin 2) ℝ => M 1 0) hc
    simp [quarterTurn] at h

end IrreducibleLevelSplitting
```

```lean
#print axioms IrreducibleLevelSplitting.splitting_lowers_symmetry
#print axioms IrreducibleLevelSplitting.groupAverage_eq_mean_shift
#print axioms IrreducibleLevelSplitting.irreducible_iff_scalar
#print axioms IrreducibleLevelSplitting.nonsymmetric_commutant_not_scalar
```

```
'IrreducibleLevelSplitting.splitting_lowers_symmetry' depends on axioms: [propext, Classical.choice, Quot.sound]
'IrreducibleLevelSplitting.groupAverage_eq_mean_shift' depends on axioms: [propext, Classical.choice, Quot.sound]
'IrreducibleLevelSplitting.irreducible_iff_scalar' depends on axioms: [propext, Classical.choice, Quot.sound]
'IrreducibleLevelSplitting.nonsymmetric_commutant_not_scalar' depends on axioms: [propext, Classical.choice, Quot.sound]
```

## Levels, operations and distortions as Lean objects

The finite type `n` labels the orbitals, and $d$ is its number of elements. The homomorphism `D : G →* orthogonalGroup n ℝ` assigns an orthogonal matrix to each operation; `(D g).1` is that matrix. `IrreducibleLevel D` is the condition on invariant subspaces, and `TotallySymmetric D A` says that `A` commutes with every operation. The latter is separate from `A.IsSymm`, which says that the matrix equals its transpose.

`Splits` asks for two different real eigenvalues with nonzero eigenvectors. `splitting_lowers_symmetry` does not need the perturbation matrix to be symmetric. In `symmetric_distortion_only_shifts`, distortions are points of any set `X` on which `G` acts. The covariance of `H` is a hypothesis: it says that rotating the distorted molecule rotates its Hamiltonian in the same way.

The main theorem, `symmetric_commutant_scalar`, holds for finite and infinite groups and for every finite dimension, including zero. The averaging results and `irreducible_iff_scalar` assume a finite group.

## How the Lean proofs follow the algebra

`eq_smul_one_of_eigenvector` builds the eigenspace as the kernel of $A-a\mathbf 1$, proves it invariant, and applies irreducibility. When the eigenspace is the whole space, testing it on the basis vectors gives the matrix entries. `symmetric_commutant_scalar` takes its eigenvector from Mathlib's spectral theorem, in place of the maximisation above.

`splitting_lowers_symmetry` argues by contradiction from the eigenvector lemma. The `calc` block in `symmetric_distortion_only_shifts` inserts $D(g)^{\mathsf T}D(g)$, supplied by `orthogonal_transpose_mul`.

In `groupAverage_properties`, `Equiv.mulLeft h` performs the relabelling $g\mapsto hg$. `groupAverage_eq_mean_shift` then reads the constant off the trace. For the converse, `irreducible_iff_scalar` averages `vecMulVec w w`, which is $ww^{\mathsf T}$, and shows term by term that the sum maps every vector into `W`.

`irreducibleLevel_witness` proves the quarter-turn example irreducible by expanding an arbitrary vector in $w$ and $Rw$. `nonsymmetric_commutant_not_scalar` shows that $R$ itself commutes with this group without being scalar, so the main theorem does need a symmetric matrix.

## Complex Hamiltonians, rounding and the Jahn–Teller theorem

The theorems concern real matrices on one finite-dimensional level. Couplings to other levels enter only if they have been folded into an effective matrix on that level. The degeneracy result does not carry over to complex Hermitian matrices under the same real irreducibility condition: $iR$ commutes with the quarter turns and has eigenvalues $\pm1$. In a $p_x,p_y$ pair, the orbital Zeeman term of a magnetic field along $z$ is a real multiple of $iR$.

Irreducibility is an input, to be established for the level at hand; an accidental degeneracy between separate levels does not satisfy it. The equalities hold over the real numbers, so a code must choose its own tolerance for floating-point results.

For a real symmetric matrix on the level, the converse of the splitting result also holds: if it fails to commute with some operation, it is not scalar, so it has two different eigenvalues. A perturbation of the whole system is different, because it can lower the symmetry while its block on this level stays scalar. For example, a tetrahedral field at an octahedral site lowers the symmetry but leaves a $p$ level threefold degenerate. The Jahn–Teller theorem is a stronger kind of statement, about which molecules have distortions that split a degenerate level at first order, and it does not follow from the result here.
